# Positive definite springs in series: relaxing the joint gives the stiffness $(A^{-1}+B^{-1})^{-1}$

## Eliminating a joint from a harmonic model

Before computing the response of a harmonic network, one can remove a joint that carries no external load and connects exactly two springs with positive definite stiffness matrices: the two springs are replaced by one effective spring. In simulation practice this reduces the number of coordinates without changing the relaxed energy, provided that the model is static and linear.

Let $A$ and $B$ be the real, symmetric, positive definite stiffness matrices of the two springs. Spring $B$ runs from a fixed wall to the joint, and spring $A$ from the joint to the end point. The displacements of joint and end point from the unstressed state are $y$ and $x$. Twice the elastic energy is

$$(x-y)^TA(x-y)+y^TBy .$$

Code can solve $(A+B)y=Ax$ by a Cholesky factorisation and then evaluate the end force $A(x-y)$. With this $y$, the minimum of the expression above is $x^TA(x-y)$, and no inverse has to be formed.

## The minimum and its only minimiser

For symmetric positive definite $A$ and $B$, `two_springs` states that the least value over all $y$ is $x^T(A^{-1}+B^{-1})^{-1}x$, and that $y$ reaches it exactly when $y=(A+B)^{-1}Ax$. `IsLeast` means that the value is attained and is a lower bound.

The general theorem, `series_minimum`, treats a finite, nonempty chain. The type `ι` labels the springs and `n` the displacement components; `K i` is a stiffness $K_i$ and `u i` an elongation $u_i$, with $\sum_i u_i=x$. `chainEnergy` is $\sum_i u_i^TK_iu_i$, without the factor $\tfrac12$, and `seriesStiffness` is $S=(\sum_i K_i^{-1})^{-1}$.

The hypothesis `PosDef` includes symmetry and says that each spring resists every nonzero elongation. A purely axial spring in three dimensions, which is free to move sideways, is therefore excluded.

## Completing the square with a common force

Each $K_i^{-1}$ is positive definite, so their sum is too, and $S$ exists. Put $f=Sx$ and $e_i=K_i^{-1}f$; the latter is `elongation`. Then

$$K_ie_i=f,\qquad \sum_i e_i=\Big(\sum_i K_i^{-1}\Big)Sx=x .$$

Every spring carries the force $f$. For any $u_i$ with sum $x$, symmetry gives $e_i^TK_iu_i=u_i^Tf$, hence

$$(u_i-e_i)^TK_i(u_i-e_i)=u_i^TK_iu_i-2u_i^Tf+e_i^Tf .$$

Summing over $i$ turns the last two terms into $-2x^Tf+x^Tf=-x^TSx$. Therefore

$$\sum_i u_i^TK_iu_i=x^TSx+\sum_i(u_i-e_i)^TK_i(u_i-e_i).$$

The last sum is positive unless every $u_i=e_i$, which gives the minimum and its uniqueness.

For two springs, set $K_0=A$, $K_1=B$, $u_0=x-y$ and $u_1=y$. The minimiser is $y=B^{-1}Sx$. Since

$$(A+B)B^{-1}=AB^{-1}+1=A(A^{-1}+B^{-1}),$$

multiplying on the right by $S$ gives $(A+B)B^{-1}S=A$, so $y=(A+B)^{-1}Ax$.

## The same energy as a block matrix

Twice the elastic energy could also be written as a quadratic form in the pair $(x,y)$, with block matrix

$$\begin{pmatrix}A&-A\\-A&A+B\end{pmatrix}.$$

Eliminating $y$ then gives the Schur complement $A-A(A+B)^{-1}A$. This form would admit positive semidefinite $A$ and $B$ as long as $A+B$ is positive definite, but it would hide the addition of compliances along a chain.

## The chain in Lean

```lean
import Mathlib

open Matrix

namespace SpringsInSeries

noncomputable section

variable {ι n : Type*} [Fintype ι] [Fintype n] [DecidableEq n]

/-- Twice the elastic energy of a chain of matrix springs `K i` with elongations `u i`. -/
def chainEnergy (K : ι → Matrix n n ℝ) (u : ι → n → ℝ) : ℝ :=
  ∑ i, u i ⬝ᵥ (K i *ᵥ u i)

/-- The series stiffness: the inverse of the sum of the compliances. -/
def seriesStiffness (K : ι → Matrix n n ℝ) : Matrix n n ℝ :=
  (∑ i, (K i)⁻¹)⁻¹

/-- The elongation of spring `i` under the force that the series stiffness assigns to the
total elongation `x`. -/
def elongation (K : ι → Matrix n n ℝ) (x : n → ℝ) (i : ι) : n → ℝ :=
  (K i)⁻¹ *ᵥ (seriesStiffness K *ᵥ x)

omit [DecidableEq n] in
/-- A chain in which some spring is stretched has positive energy. -/
theorem chainEnergy_pos {K : ι → Matrix n n ℝ} (hK : ∀ i, (K i).PosDef)
    {w : ι → n → ℝ} (hw : w ≠ 0) : 0 < chainEnergy K w := by
  have hpos : ∀ i, w i ≠ 0 → 0 < w i ⬝ᵥ (K i *ᵥ w i) := by
    intro i hi
    have h := (hK i).dotProduct_mulVec_pos hi
    rwa [star_trivial] at h
  obtain ⟨j, hj⟩ := Function.ne_iff.mp hw
  unfold chainEnergy
  refine Finset.sum_pos' (fun i _ => ?_) ⟨j, Finset.mem_univ j, hpos j hj⟩
  by_cases hi : w i = 0
  · simp [hi]
  · exact (hpos i hi).le

/-- At equilibrium every spring carries the same force. -/
theorem common_force {K : ι → Matrix n n ℝ} (hK : ∀ i, (K i).PosDef) (x : n → ℝ) (i : ι) :
    K i *ᵥ elongation K x i = seriesStiffness K *ᵥ x := by
  have hu : IsUnit (K i).det := isUnit_iff_ne_zero.mpr (hK i).det_pos.ne'
  rw [elongation, Matrix.mulVec_mulVec, Matrix.mul_nonsing_inv _ hu, Matrix.one_mulVec]

/-- The equilibrium elongations add up to the prescribed total elongation. -/
theorem elongation_sum [Nonempty ι] {K : ι → Matrix n n ℝ} (hK : ∀ i, (K i).PosDef)
    (x : n → ℝ) : ∑ i, elongation K x i = x := by
  -- the total compliance is positive definite, hence invertible
  have hC : (∑ i, (K i)⁻¹).PosDef :=
    Finset.sum_induction_nonempty (fun i => (K i)⁻¹) (fun M => M.PosDef)
      (fun _ _ ha hb => ha.add hb) Finset.univ_nonempty (fun i _ => (hK i).inv)
  have hu : IsUnit (∑ i, (K i)⁻¹).det := isUnit_iff_ne_zero.mpr hC.det_pos.ne'
  have hsum : ∀ f : n → ℝ, ∑ i, (K i)⁻¹ *ᵥ f = (∑ i, (K i)⁻¹) *ᵥ f := by
    intro f
    ext a
    simp only [Matrix.mulVec, dotProduct, Finset.sum_apply, Matrix.sum_apply, Finset.sum_mul]
    exact Finset.sum_comm
  unfold elongation
  rw [hsum, seriesStiffness, Matrix.mulVec_mulVec, Matrix.mul_nonsing_inv _ hu,
    Matrix.one_mulVec]

/-- At total elongation `x`, `chainEnergy` is the quadratic form of the series stiffness at `x` plus
the `chainEnergy` of the deviation from equilibrium. -/
theorem chainEnergy_split [Nonempty ι] {K : ι → Matrix n n ℝ} (hK : ∀ i, (K i).PosDef)
    {x : n → ℝ} {u : ι → n → ℝ} (hu : ∑ i, u i = x) :
    chainEnergy K u = x ⬝ᵥ (seriesStiffness K *ᵥ x)
      + chainEnergy K (fun i => u i - elongation K x i) := by
  -- complete the square in each spring, using symmetry and the common force
  have hterm : ∀ i, (u i - elongation K x i) ⬝ᵥ (K i *ᵥ (u i - elongation K x i))
      = u i ⬝ᵥ (K i *ᵥ u i) - 2 * (u i ⬝ᵥ (seriesStiffness K *ᵥ x))
        + elongation K x i ⬝ᵥ (seriesStiffness K *ᵥ x) := by
    intro i
    have hT : (K i)ᵀ = K i := by
      rw [← Matrix.conjTranspose_eq_transpose_of_trivial]
      exact (hK i).isHermitian.eq
    have h1 := common_force hK x i
    have h2 : elongation K x i ⬝ᵥ (K i *ᵥ u i) = u i ⬝ᵥ (seriesStiffness K *ᵥ x) := by
      rw [Matrix.dotProduct_mulVec, ← Matrix.mulVec_transpose, hT, h1, dotProduct_comm]
    rw [Matrix.mulVec_sub, h1, sub_dotProduct, dotProduct_sub, dotProduct_sub, h2]
    ring
  have hd : ∀ v : ι → n → ℝ, ∑ i, v i ⬝ᵥ (seriesStiffness K *ᵥ x)
      = (∑ i, v i) ⬝ᵥ (seriesStiffness K *ᵥ x) := by
    intro v
    simp only [dotProduct, Finset.sum_apply, Finset.sum_mul]
    exact Finset.sum_comm
  have he := elongation_sum hK x
  simp only [chainEnergy, hterm, Finset.sum_add_distrib, Finset.sum_sub_distrib,
    ← Finset.mul_sum, hd, hu, he]
  ring

/-- Springs in series: the least `chainEnergy` at total elongation `x` is the quadratic form of the
series stiffness, and only the equilibrium elongations reach it. -/
theorem series_minimum [Nonempty ι] {K : ι → Matrix n n ℝ} (hK : ∀ i, (K i).PosDef)
    (x : n → ℝ) :
    IsLeast {E | ∃ u : ι → n → ℝ, ∑ i, u i = x ∧ chainEnergy K u = E}
      (x ⬝ᵥ (seriesStiffness K *ᵥ x)) ∧
    ∀ u : ι → n → ℝ, ∑ i, u i = x →
      (chainEnergy K u = x ⬝ᵥ (seriesStiffness K *ᵥ x) ↔ u = elongation K x) := by
  have hiff : ∀ u : ι → n → ℝ, ∑ i, u i = x →
      (chainEnergy K u = x ⬝ᵥ (seriesStiffness K *ᵥ x) ↔ u = elongation K x) := by
    intro u hu
    have hs := chainEnergy_split hK hu
    constructor
    · intro h
      by_contra hne
      have hw : (fun i => u i - elongation K x i) ≠ 0 := fun h0 =>
        hne (funext fun i => sub_eq_zero.mp (congrFun h0 i))
      have := chainEnergy_pos hK hw
      linarith
    · intro h
      rw [hs, h]
      simp [chainEnergy]
  refine ⟨⟨⟨elongation K x, elongation_sum hK x,
    (hiff _ (elongation_sum hK x)).mpr rfl⟩, ?_⟩, hiff⟩
  rintro E ⟨u, hu, rfl⟩
  by_cases h : u = elongation K x
  · exact ((hiff u hu).mpr h).ge
  · have hw : (fun i => u i - elongation K x i) ≠ 0 := fun h0 =>
      h (funext fun i => sub_eq_zero.mp (congrFun h0 i))
    have := chainEnergy_pos hK hw
    have := chainEnergy_split hK hu
    linarith

/-- Two springs `A` and `B` in series with end point `x`: minimising over the joint `y` gives
the quadratic form of `(A⁻¹ + B⁻¹)⁻¹`, attained only at `y = (A + B)⁻¹ A x`. -/
theorem two_springs {A B : Matrix n n ℝ} (hA : A.PosDef) (hB : B.PosDef) (x : n → ℝ) :
    IsLeast (Set.range fun y : n → ℝ => (x - y) ⬝ᵥ (A *ᵥ (x - y)) + y ⬝ᵥ (B *ᵥ y))
      (x ⬝ᵥ ((A⁻¹ + B⁻¹)⁻¹ *ᵥ x)) ∧
    ∀ y : n → ℝ, ((x - y) ⬝ᵥ (A *ᵥ (x - y)) + y ⬝ᵥ (B *ᵥ y) = x ⬝ᵥ ((A⁻¹ + B⁻¹)⁻¹ *ᵥ x)
      ↔ y = (A + B)⁻¹ *ᵥ (A *ᵥ x)) := by
  have hK : ∀ i, ((![A, B] : Fin 2 → Matrix n n ℝ) i).PosDef :=
    Fin.forall_fin_two.mpr ⟨hA, hB⟩
  have hE : ∀ y : n → ℝ, chainEnergy ![A, B] ![x - y, y]
      = (x - y) ⬝ᵥ (A *ᵥ (x - y)) + y ⬝ᵥ (B *ᵥ y) := by
    intro y
    unfold chainEnergy
    exact Fin.sum_univ_two _
  have hsum : ∀ y : n → ℝ, ∑ i, (![x - y, y] : Fin 2 → n → ℝ) i = x := fun y =>
    (Fin.sum_univ_two _).trans (sub_add_cancel x y)
  have hS : seriesStiffness ![A, B] = (A⁻¹ + B⁻¹)⁻¹ := by
    unfold seriesStiffness
    exact congrArg Inv.inv (Fin.sum_univ_two _)
  -- the equilibrium elongation of the second spring is the stated joint position
  have uA : IsUnit A.det := isUnit_iff_ne_zero.mpr hA.det_pos.ne'
  have uB : IsUnit B.det := isUnit_iff_ne_zero.mpr hB.det_pos.ne'
  have uAB : IsUnit (A + B).det := isUnit_iff_ne_zero.mpr (hA.add hB).det_pos.ne'
  have uC : IsUnit (A⁻¹ + B⁻¹).det := isUnit_iff_ne_zero.mpr (hA.inv.add hB.inv).det_pos.ne'
  have h1 : (A + B) * B⁻¹ = A * (A⁻¹ + B⁻¹) := by
    rw [add_mul, mul_add, Matrix.mul_nonsing_inv B uB, Matrix.mul_nonsing_inv A uA, add_comm]
  have h2 : (A + B) * (B⁻¹ * (A⁻¹ + B⁻¹)⁻¹) = A := by
    rw [← mul_assoc, h1, mul_assoc, Matrix.mul_nonsing_inv _ uC, mul_one]
  have h3 : B⁻¹ * (A⁻¹ + B⁻¹)⁻¹ = (A + B)⁻¹ * A := by
    calc B⁻¹ * (A⁻¹ + B⁻¹)⁻¹
        = (A + B)⁻¹ * ((A + B) * (B⁻¹ * (A⁻¹ + B⁻¹)⁻¹)) := by
          rw [← mul_assoc (A + B)⁻¹, Matrix.nonsing_inv_mul _ uAB, one_mul]
      _ = (A + B)⁻¹ * A := by rw [h2]
  have hr : elongation ![A, B] x 1 = (A + B)⁻¹ *ᵥ (A *ᵥ x) := by
    unfold elongation
    rw [hS, Matrix.mulVec_mulVec, Matrix.mulVec_mulVec, ← h3]
    rfl
  obtain ⟨hmin, huniq⟩ := series_minimum hK x
  rw [hS] at hmin huniq
  have hiff : ∀ y : n → ℝ, ((x - y) ⬝ᵥ (A *ᵥ (x - y)) + y ⬝ᵥ (B *ᵥ y)
      = x ⬝ᵥ ((A⁻¹ + B⁻¹)⁻¹ *ᵥ x) ↔ y = (A + B)⁻¹ *ᵥ (A *ᵥ x)) := by
    intro y
    rw [← hE y, huniq _ (hsum y), ← hr]
    constructor
    · intro h
      exact congrFun h 1
    · intro h
      have h0 : elongation ![A, B] x 0 + elongation ![A, B] x 1 = x :=
        (Fin.sum_univ_two _).symm.trans (elongation_sum hK x)
      have h4 : x - y = elongation ![A, B] x 0 := by
        rw [h]
        exact (eq_sub_of_add_eq h0).symm
      exact funext (Fin.forall_fin_two.mpr ⟨h4, h⟩)
  refine ⟨⟨⟨_, (hiff _).mpr rfl⟩, ?_⟩, hiff⟩
  rintro E ⟨y, rfl⟩
  exact hmin.2 ⟨_, hsum y, hE y⟩

/-- A chain of springs is no stiffer than any one of its springs. -/
theorem series_le_single {K : ι → Matrix n n ℝ} (hK : ∀ i, (K i).PosDef)
    (x : n → ℝ) (j : ι) : x ⬝ᵥ (seriesStiffness K *ᵥ x) ≤ x ⬝ᵥ (K j *ᵥ x) := by
  classical
  have : Nonempty ι := ⟨j⟩
  -- trial chain: spring `j` takes up the whole elongation
  refine (series_minimum hK x).1.2 ⟨fun i => if i = j then x else 0, by simp, ?_⟩
  unfold chainEnergy
  rw [Finset.sum_eq_single j (fun i _ h => by simp [h]) (by simp)]
  simp

/-- Putting a spring `L i` in parallel with each spring `K i` of a chain gives a chain at least
as stiff as the two separate chains in parallel. -/
theorem series_superadditive [Nonempty ι] {K L : ι → Matrix n n ℝ}
    (hK : ∀ i, (K i).PosDef) (hL : ∀ i, (L i).PosDef) (x : n → ℝ) :
    x ⬝ᵥ (seriesStiffness K *ᵥ x) + x ⬝ᵥ (seriesStiffness L *ᵥ x)
      ≤ x ⬝ᵥ (seriesStiffness (fun i => K i + L i) *ᵥ x) := by
  -- the equilibrium of the reinforced chain is a trial state for both separate chains
  obtain ⟨u, hu, hE⟩ := (series_minimum (fun i => (hK i).add (hL i)) x).1.1
  have h1 := (series_minimum hK x).1.2 ⟨u, hu, rfl⟩
  have h2 := (series_minimum hL x).1.2 ⟨u, hu, rfl⟩
  have h3 : chainEnergy (fun i => K i + L i) u = chainEnergy K u + chainEnergy L u := by
    simp only [chainEnergy, Matrix.add_mulVec, dotProduct_add, Finset.sum_add_distrib]
  linarith

end

end SpringsInSeries
```

```lean
#print axioms SpringsInSeries.two_springs
-- 'SpringsInSeries.two_springs' depends on axioms: [propext, Classical.choice, Quot.sound]
#print axioms SpringsInSeries.series_le_single
-- 'SpringsInSeries.series_le_single' depends on axioms: [propext, Classical.choice, Quot.sound]
#print axioms SpringsInSeries.series_superadditive
-- 'SpringsInSeries.series_superadditive' depends on axioms: [propext, Classical.choice, Quot.sound]
```

## From the common force to the two-spring theorem

`chainEnergy_pos` shows that a nonzero family of elongations has positive energy: one term is positive and the others are nonnegative. `common_force` and `elongation_sum` are the two identities for $e_i$; the second builds positive definiteness of the total compliance by induction over the sum.

In `chainEnergy_split`, `hterm` is the expansion for one spring, and `hd` pulls the sum through the product with $f$. `series_minimum` combines this identity with positivity through `linarith`.

`two_springs` applies the chain theorem to `![A, B]`. Its steps `h1` to `h3` are the matrix identities above, and `hr` identifies the second elongation with the joint position.

Two consequences follow from trial elongations. In `series_le_single`, spring $j$ takes the whole of $x$, so the chain is no stiffer than that spring. In `series_superadditive`, each $K_i$ gets a parallel partner $L_i$, which is also positive definite. The equilibrium of the reinforced chain is a trial state for both separate chains, and its energy is the sum of their energies in that state, each at least the corresponding minimum, so the reinforced chain is at least as stiff as the two chains side by side.
